# A plane wave under cos(qy) away from resonance, and the static Lindhard factor for q ≥ 2k_F

To check a linear-response code on non-interacting free electrons, one can apply a potential \(\cos(qy)\), solve a Sternheimer equation for each occupied plane wave, and compare the amplitude of the summed density with the one that the three-dimensional static Lindhard factor predicts. The formulas below give the first-order orbital, its density and, for \(q\ge 2k_F\), that factor.

```lean
import Mathlib

open ComplexConjugate

namespace MonochromaticPerturbation
```

Units are atomic, and the potential has unit amplitude. An orbital \(\psi_0=e^{iky}\) has energy \(k^2/2\) along \(y\), where \(k\) is its wavenumber. Transverse motion adds the same energy to the initial and scattered states, so it cancels. `planeWave` has modulus one; for orbitals normalised in a volume \(\Omega\), the densities are divided by \(\Omega\).

```lean
/-- The plane wave `exp(i p y)`. -/
noncomputable def planeWave (p y : ℝ) : ℂ := Complex.exp (((p * y : ℝ) : ℂ) * Complex.I)

/-- The operator `-(1/2) d²/dy² - k²/2`, the free Hamiltonian minus the energy of the
orbital `k`, acting on twice differentiable functions. -/
noncomputable def sternheimerOp (k : ℝ) (f : ℝ → ℂ) (y : ℝ) : ℂ :=
  -(deriv (deriv f) y) / 2 - (k : ℂ) ^ 2 / 2 * f y

/-- The first-order orbital, for `q² + 2kq` and `q² - 2kq` both nonzero. -/
noncomputable def response (k q y : ℝ) : ℂ :=
  -planeWave (k + q) y / ((q ^ 2 + 2 * k * q : ℝ) : ℂ)
    - planeWave (k - q) y / ((q ^ 2 - 2 * k * q : ℝ) : ℂ)

/-- The first-order density `2 Re(ψ₀* ψ₁)` of the orbital `k`, on the domain of `response`. -/
noncomputable def orbitalDensity (k q y : ℝ) : ℝ :=
  2 * (conj (planeWave k y) * response k q y).re
```

For the Fermi sphere of radius \(k_F\), set \(x=q/(2k_F)\) and \(s=k/k_F\). `sliceTerm` is the integrand in the formula below, and `lindhard` is

\[
F(x)=\frac1{4x}\int_{-1}^{1}\frac{1-s^2}{x+s}\,ds .
\]

```lean
/-- The integrand `(1 - s²)/(x + s)` of the static Lindhard factor, for `x + s ≠ 0`. -/
noncomputable def sliceTerm (x s : ℝ) : ℝ := (1 - s ^ 2) / (x + s)

/-- The static Lindhard factor as an integral over slices, for `x ≥ 1`. -/
noncomputable def lindhard (x : ℝ) : ℝ := 1 / (4 * x) * ∫ s in (-1 : ℝ)..1, sliceTerm x s
```

## No scattering into a state of equal energy: q² ± 2kq ≠ 0

The potential scatters \(k\) into \(k\pm q\), and the energy differences are \((q^2\pm2kq)/2\). The hypotheses `h₁` and `h₂` say that neither vanishes. They also exclude \(q=0\), so the potential averages to zero and the equation needs no first-order energy.

By hand, two derivatives of \(e^{ipy}\) give \(-p^2e^{ipy}\), so

\[
\Bigl(-\tfrac12\tfrac{d^2}{dy^2}-\tfrac{k^2}{2}\Bigr)e^{ipy}=\frac{p^2-k^2}{2}\,e^{ipy}.
\]

The first lemma differentiates a sum of two waves; the theorem after it applies the lemma twice and uses \(i^2=-1\).

```lean
lemma hasDerivAt_twoWave (p r : ℝ) (a b : ℂ) (y : ℝ) :
    HasDerivAt (fun y => a * planeWave p y + b * planeWave r y)
      (a * ((p : ℂ) * Complex.I) * planeWave p y
        + b * ((r : ℂ) * Complex.I) * planeWave r y) y := by
  have w : ∀ p : ℝ, HasDerivAt (planeWave p) (planeWave p y * ((p : ℂ) * Complex.I)) y := by
    intro p
    have h0 : HasDerivAt (fun y : ℝ => p * y) p y :=
      ((hasDerivAt_id' y).const_mul p).congr_deriv (mul_one p)
    exact (h0.ofReal_comp.mul_const Complex.I).cexp
  exact (((w p).const_mul a).fun_add ((w r).const_mul b)).congr_deriv (by ring)

/-- The Sternheimer operator multiplies the waves `p` and `r` by `(p² - k²)/2` and
`(r² - k²)/2`. -/
theorem sternheimerOp_twoWave (k p r : ℝ) (a b : ℂ) (y : ℝ) :
    sternheimerOp k (fun y => a * planeWave p y + b * planeWave r y) y =
      ((p : ℂ) ^ 2 - (k : ℂ) ^ 2) / 2 * a * planeWave p y
        + ((r : ℂ) ^ 2 - (k : ℂ) ^ 2) / 2 * b * planeWave r y := by
  have e₁ := funext fun y => (hasDerivAt_twoWave p r a b y).deriv
  have e₂ := (hasDerivAt_twoWave p r (a * ((p : ℂ) * Complex.I))
    (b * ((r : ℂ) * Complex.I)) y).deriv
  simp only [sternheimerOp, e₁, e₂]
  linear_combination (-(a * (p : ℂ) ^ 2 * planeWave p y
    + b * (r : ℂ) ^ 2 * planeWave r y) / 2) * Complex.I_sq
```

Euler's formula splits the source:

\[
\cos(qy)\,e^{iky}=\tfrac12\bigl(e^{i(k+q)y}+e^{i(k-q)y}\bigr).
\]

```lean
/-- The product `cos(qy) exp(iky)` is half the sum of the plane waves `k + q` and `k - q`. -/
theorem cos_mul_planeWave (k q y : ℝ) :
    ((Real.cos (q * y) : ℝ) : ℂ) * planeWave k y =
      (planeWave (k + q) y + planeWave (k - q) y) / 2 := by
  unfold planeWave
  rw [Complex.ofReal_cos, Complex.cos, add_mul k, sub_mul k, Complex.ofReal_add,
    Complex.ofReal_sub, sub_eq_add_neg, add_mul _ _ Complex.I, add_mul _ _ Complex.I,
    Complex.exp_add, Complex.exp_add]
  ring
```

With \(\psi_1=a_+e^{i(k+q)y}+a_-e^{i(k-q)y}\), matching coefficients requires \(\tfrac12(q^2\pm2kq)\,a_\pm=-\tfrac12\), hence \(a_\pm=-1/(q^2\pm2kq)\). This division is where the hypotheses enter. In the proof, `d₁` and `d₂` identify twice the energy differences with the denominators of `response`, and `c` cancels each pair.

```lean
/-- Away from resonance the first-order orbital solves
`-ψ₁''/2 - k² ψ₁/2 = -cos(qy) exp(iky)`. -/
theorem response_solves (k q : ℝ) (h₁ : q ^ 2 + 2 * k * q ≠ 0)
    (h₂ : q ^ 2 - 2 * k * q ≠ 0) (y : ℝ) :
    sternheimerOp k (response k q) y =
      -(((Real.cos (q * y) : ℝ) : ℂ) * planeWave k y) := by
  have split : ∀ A B P R : ℂ, -P / A - R / B = -1 / A * P + -1 / B * R := by
    intro A B P R
    ring
  have hf : response k q = fun y =>
      -1 / ((q ^ 2 + 2 * k * q : ℝ) : ℂ) * planeWave (k + q) y
        + -1 / ((q ^ 2 - 2 * k * q : ℝ) : ℂ) * planeWave (k - q) y :=
    funext fun y => split _ _ _ _
  have c : ∀ D : ℂ, D ≠ 0 → D / 2 * (-1 / D) = -1 / 2 := by
    intro D hD
    linear_combination (-1 / 2) * mul_inv_cancel₀ hD
  -- twice the energy differences are the two denominators
  have d₁ : ((k + q : ℝ) : ℂ) ^ 2 - (k : ℂ) ^ 2 = ((q ^ 2 + 2 * k * q : ℝ) : ℂ) := by
    push_cast
    ring
  have d₂ : ((k - q : ℝ) : ℂ) ^ 2 - (k : ℂ) ^ 2 = ((q ^ 2 - 2 * k * q : ℝ) : ℂ) := by
    push_cast
    ring
  rw [hf, sternheimerOp_twoWave, cos_mul_planeWave, d₁, d₂,
    c _ (Complex.ofReal_ne_zero.mpr h₁), c _ (Complex.ofReal_ne_zero.mpr h₂)]
  ring
```

Without the hypotheses the matching fails. At \(q=2k\ne0\) the operator annihilates \(e^{-iky}\), which the source still contains, and the two degenerate states call for degenerate perturbation theory.

By linearity, the responses to the \(e^{iqy}\) and \(e^{-iqy}\) parts of the potential can be computed as separate linear problems. For free electrons each is solved by a division by an energy difference; in a crystal potential an iterative solver typically takes its place.

The density follows from \(\psi_0^*\psi_1=-e^{iqy}/(q^2+2kq)-e^{-iqy}/(q^2-2kq)\). Twice the real part is

\[
-2\cos(qy)\left(\frac1{q^2+2kq}+\frac1{q^2-2kq}\right).
\]

The theorem carries no hypothesis because Lean sets \(1/0=0\) on both sides; its physical reading still needs non-resonance.

```lean
/-- The first-order density of one orbital follows `cos(qy)`, with one energy denominator
for each scattered wave. -/
theorem orbitalDensity_eq (k q y : ℝ) :
    orbitalDensity k q y = -2 * Real.cos (q * y) *
      (1 / (q ^ 2 + 2 * k * q) + 1 / (q ^ 2 - 2 * k * q)) := by
  have hc : ∀ r, conj (planeWave k y) * planeWave r y = planeWave (r - k) y := by
    intro r
    unfold planeWave
    rw [← Complex.exp_conj, map_mul, Complex.conj_ofReal, Complex.conj_I, ← Complex.exp_add]
    congr 1
    push_cast
    ring
  have hr : ∀ p, (planeWave p y).re = Real.cos (p * y) := by
    intro p
    unfold planeWave
    rw [Complex.exp_ofReal_mul_I_re]
  have split : ∀ (C P R : ℂ) (A B : ℝ), C * (-P / (A : ℂ) - R / (B : ℂ)) =
      -(C * P * ((1 / A : ℝ) : ℂ)) - C * R * ((1 / B : ℝ) : ℂ) := by
    intro C P R A B
    push_cast
    ring
  unfold orbitalDensity response
  rw [split, hc, hc, Complex.sub_re, Complex.neg_re, Complex.re_mul_ofReal,
    Complex.re_mul_ofReal, hr, hr, show (k + q - k) * y = q * y by ring,
    show (k - q - k) * y = -(q * y) by ring, Real.cos_neg]
  ring
```

## A Fermi sphere of nonzero radius: k_F ≠ 0

Physically \(k_F>0\); the algebra needs only `hk`. A slice at \(k\) has area \(\pi(k_F^2-k^2)=\pi k_F^2(1-s^2)\), and the denominators become \(q^2\pm2kq=4k_F^2x(x\pm s)\). For \(x\ne0\) and \(x\ne\pm s\), cancelling \(k_F^2\) gives

\[
(k_F^2-k^2)\,n_k(y)=-\frac{\cos(qy)}{2x}\left(\frac{1-s^2}{x+s}+\frac{1-s^2}{x-s}\right),
\]

where \(n_k\) is the orbital density. The final `linear_combination` performs that cancellation. At \(k_F=0\) the sphere is empty and the left side is zero, while the right side generally is not.

```lean
/-- Weighted by `kF² - k²`, the density of the orbital `k = kF s` at `q = 2 kF x` is
`-cos(qy)/(2x)` times the sum of the slice terms at `s` and `-s`. -/
theorem weighted_orbitalDensity {kF : ℝ} (hk : kF ≠ 0) (x s y : ℝ) :
    (kF ^ 2 - (kF * s) ^ 2) * orbitalDensity (kF * s) (2 * kF * x) y =
      -Real.cos (2 * kF * x * y) / (2 * x) * (sliceTerm x s + sliceTerm x (-s)) := by
  rw [orbitalDensity_eq,
    show (2 * kF * x) ^ 2 + 2 * (kF * s) * (2 * kF * x) = 4 * kF ^ 2 * x * (x + s) by ring,
    show (2 * kF * x) ^ 2 - 2 * (kF * s) * (2 * kF * x) = 4 * kF ^ 2 * x * (x + -s) by ring,
    one_div, one_div, mul_inv _ (x + s), mul_inv _ (x + -s)]
  unfold sliceTerm
  rw [div_eq_mul_inv (1 - s ^ 2), div_eq_mul_inv (1 - (-s) ^ 2)]
  generalize (x + s)⁻¹ = u
  generalize (x + -s)⁻¹ = v
  generalize Real.cos (2 * kF * x * y) = c
  linear_combination (-c * (1 - s ^ 2) * (u + v) / (2 * x)) *
    mul_inv_cancel₀ (pow_ne_zero 2 hk)
```

Integrate this weighted density over \(k\) from \(-k_F\) to \(k_F\) with the factor \(2\pi/(2\pi)^3\), where the 2 in the numerator counts spin and the \(\pi\) comes from the slice area. The two terms contribute equally by \(s\to-s\), and the total is \(-(k_F/\pi^2)F(x)\cos(qy)\) for \(x\ge1\). This last integration is done here by hand; the file stops at the integrand and at \(F\).

## Wavelengths short enough to clear the sphere: x > 1, or x = 1

For \(x>1\), a shift by \(q\) carries every occupied state out of the sphere, and \(x+s>0\) on the whole interval. Polynomial division gives

\[
\frac{1-s^2}{x+s}=x-s+\frac{1-x^2}{x+s}.
\]

```lean
lemma sliceTerm_eq {x s : ℝ} (h : x + s ≠ 0) :
    sliceTerm x s = x - s + (1 - x ^ 2) / (x + s) := by
  unfold sliceTerm
  linear_combination (x - s) * mul_inv_cancel₀ h
```

The integral is therefore \(2x+(1-x^2)\ln\frac{x+1}{x-1}\), and division by \(4x\) gives the closed form. The proof uses `hx` to keep the denominator nonzero (`hne`), then verifies the antiderivative (`hd`) and integrability (`hc`).

```lean
/-- For `x > 1` the static Lindhard factor has the closed logarithmic form. -/
theorem lindhard_eq {x : ℝ} (hx : 1 < x) :
    lindhard x = 1 / 2 + (1 - x ^ 2) / (4 * x) * Real.log ((x + 1) / (x - 1)) := by
  have hne : ∀ s ∈ Set.uIcc (-1 : ℝ) 1, x + s ≠ 0 := by
    intro s hs
    rw [Set.uIcc_of_le (by norm_num)] at hs
    exact (show 0 < x + s by linarith [hs.1]).ne'
  have hd : ∀ s ∈ Set.uIcc (-1 : ℝ) 1,
      HasDerivAt (fun s => x * s - s * s / 2 + (1 - x ^ 2) * Real.log (x + s))
        (sliceTerm x s) s := by
    intro s hs
    have i := hasDerivAt_id' s
    have h := ((i.const_mul x).fun_sub ((i.fun_mul i).div_const 2)).fun_add
      (((i.const_add x).log (hne s hs)).const_mul (1 - x ^ 2))
    exact h.congr_deriv (by rw [sliceTerm_eq (hne s hs)]; ring)
  have hc : ContinuousOn (sliceTerm x) (Set.uIcc (-1) 1) :=
    (continuous_const.sub (continuous_id'.pow 2)).continuousOn.div
      (continuous_const.add continuous_id').continuousOn hne
  have hx0 : x ≠ 0 := (show 0 < x by linarith).ne'
  unfold lindhard
  rw [intervalIntegral.integral_eq_sub_of_hasDerivAt hd hc.intervalIntegrable,
    Real.log_div (show 0 < x + 1 by linarith).ne' (show 0 < x - 1 by linarith).ne',
    sub_eq_add_neg x 1]
  linear_combination (1 / 2) * mul_inv_cancel₀ hx0
```

At \(x=1\) the integrand is \(1-s\) except at the single point \(s=-1\). The integral is 2, so \(F(1)=\tfrac12\). The proof replaces the integrand on \((-1,1]\), which leaves the integral unchanged.

```lean
/-- At `x = 1` the static Lindhard factor is `1/2`. -/
theorem lindhard_one : lindhard 1 = 1 / 2 := by
  have h : (∫ s in (-1 : ℝ)..1, sliceTerm 1 s) = ∫ s in (-1 : ℝ)..1, (1 - s) := by
    refine intervalIntegral.integral_congr_ae (Filter.Eventually.of_forall fun s hs => ?_)
    rw [Set.uIoc_of_le (by norm_num)] at hs
    rw [sliceTerm_eq (show 0 < 1 + s by linarith [hs.1]).ne']
    ring
  unfold lindhard
  rw [h, intervalIntegral.integral_sub (continuous_const.intervalIntegrable _ _)
    (continuous_id'.intervalIntegrable _ _), integral_id, intervalIntegral.integral_const]
  norm_num

end MonochromaticPerturbation
```

For \(0<x<1\) the pole \(s=-x\) lies inside the interval and the ordinary integral diverges. Defining \(F\) by a principal value would cover that range too, with \(\ln\left|\frac{x+1}{x-1}\right|\) in the formula, but the proof would then need a limit around the pole.

```lean
#print axioms MonochromaticPerturbation.cos_mul_planeWave
-- 'MonochromaticPerturbation.cos_mul_planeWave' depends on axioms: [propext, Classical.choice, Quot.sound]
#print axioms MonochromaticPerturbation.response_solves
-- 'MonochromaticPerturbation.response_solves' depends on axioms: [propext, Classical.choice, Quot.sound]
#print axioms MonochromaticPerturbation.lindhard_eq
-- 'MonochromaticPerturbation.lindhard_eq' depends on axioms: [propext, Classical.choice, Quot.sound]
#print axioms MonochromaticPerturbation.lindhard_one
-- 'MonochromaticPerturbation.lindhard_one' depends on axioms: [propext, Classical.choice, Quot.sound]
```
